# Positive classical mean position in a potential that is lower at $x>0$ than at $-x$

To say that an asymmetric well displaces an atom, I first have to fix what the thermal mean is for a general potential $U(x)$. I take one classical coordinate $x$ on the whole real line, temperature $T>0$ in energy units, the weight $w(x)=e^{-U(x)/T}$, and $\langle f\rangle = Z^{-1}\int f w\,dx$ with $Z=\int w\,dx$, and I assume outright that $w$ and $xw$ are integrable. The argument I know expands in a small cubic term, although a harmonic well with only a cubic term added has a divergent $Z$. My claim is that continuity of $U$ together with $U(-x)>U(x)$ for every $x>0$ gives $\langle x\rangle>0$ with no expansion. Can this be made rigorous and machine-checked?

## Reflection turns the asymmetry into a sign

It can, and under those integrability assumptions continuity is not needed. Let $f$ be odd, positive for $x>0$, with $fw$ integrable. The substitution $x\to-x$ gives $\int f(-x)w(-x)\,dx=\int f(x)w(x)\,dx$. Adding $\int f w\,dx$ to both sides and using $f(-x)=-f(x)$,

$$2\int f w\,dx=\int g\,dx,\qquad g(x)=f(x)\,[w(x)-w(-x)].$$

Since $T>0$, $w(y)<w(x)$ holds exactly when $U(x)<U(y)$. Suppose $U(x)\le U(-x)$ for $x>0$. Then both factors of $g$ are nonnegative there, $g(-x)=g(x)$ because both factors change sign, and $g(0)=0$, so $g\ge0$ everywhere. On $S=\{x>0: U(x)<U(-x)\}$ we have $g>0$. If $S$ has positive measure, then $\int g\,dx>0$, and $Z>0$ because $w>0$, hence $\langle f\rangle>0$. Your claim is $f=x$, $S=(0,\infty)$.

Continuity buys a sharper statement under the weak inequality. The set $S$ is then open, so one strict point gives it positive measure. If $S$ is empty, $U$ is even, $g$ vanishes and $\langle x\rangle=0$.

Integrability follows if $U$ is continuous and $U(x)\ge cx^2-d$ with $c>0$, meaning confinement at least as strong as a harmonic well $cx^2$ (force constant $2c$) lowered by an energy $d$. Then $w\le e^{d/T}e^{-(c/T)x^2}$, and $|x|w$ is bounded by $|x|$ times the same Gaussian. As an example take $U=kx^2-ax^3+bx^4$, where $a>0$ lowers the positive side, $b>0$ confines, and the harmonic coefficient $k$ has any sign. Here $U(-x)-U(x)=2ax^3>0$ for $x>0$, and with $m=a^2/(2b)+1-k$,

$$U(x)-x^2+\frac{m^2}{2b}=\frac{x^2(bx-a)^2}{2b}+\frac{(bx^2-m)^2}{2b}\ge0,$$

so $c=1$, $d=m^2/(2b)$.

## Lean objects and scope

`boltzmann U T x`, `partition U T` and `thermalMean U T f` are $w(x)$, $Z$ and $\langle f\rangle$, with Lebesgue measure `volume` on $\mathbb R$ and Boltzmann's constant absorbed in `T`. The hypotheses `hZ` and `hi` state that $w$ and $fw$ are integrable. They matter because Lean assigns the value zero to the integral of a non-integrable function.

`thermalMean_odd_pos` is the general result, with `hU` the weak inequality, `hS` the positive measure of $S$, and `hodd`, `hf` the conditions on $f$. `thermalMean_position_pos` is your claim without continuity. `thermalMean_position_pos_iff` says that for continuous $U$ with the weak inequality and both integrals finite, $\langle x\rangle>0$ if and only if the inequality is strict at some $x>0$. `cubicQuartic_witness` gives the strict asymmetry, both integrability conditions and $\langle x\rangle>0$ for `cubicQuartic k a b` with $a,b>0$ and any real $k$, at every $T>0$.

The origin is only the centre of reflection and need not be a minimum of $U$. A potential that levels off at large $x$, as for a dissociating bond, fails `hZ`. The theorems give the sign of $\langle x\rangle$ at each $T$ and say nothing about its size or about $d\langle x\rangle/dT$, so they do not fix the sign of an expansion coefficient. For a canonical simulation of a single classical coordinate, without zero-point motion or coupling to other modes, and for a potential that meets the hypotheses, they fix the sign of the exact mean position that the sampling estimates, measured from the origin and not from the minimum of $U$.

```lean
import Mathlib

open MeasureTheory Set

namespace AsymmetricExpansion

noncomputable section

/-- Boltzmann weight `exp (-U(x)/T)` of the position `x` in the potential `U`. -/
def boltzmann (U : ℝ → ℝ) (T x : ℝ) : ℝ := Real.exp (-U x / T)

/-- Classical configurational partition function. -/
def partition (U : ℝ → ℝ) (T : ℝ) : ℝ := ∫ x, boltzmann U T x

/-- Classical thermal mean of the observable `f`. -/
def thermalMean (U : ℝ → ℝ) (T : ℝ) (f : ℝ → ℝ) : ℝ :=
  (∫ x, f x * boltzmann U T x) / partition U T

/-- The anharmonic potential `k x² - a x³ + b x⁴`. -/
def cubicQuartic (k a b x : ℝ) : ℝ := k * x ^ 2 - a * x ^ 3 + b * x ^ 4

variable {U f : ℝ → ℝ} {T : ℝ}

/-- At positive temperature a position has the larger Boltzmann weight exactly when it has
the lower energy. -/
theorem boltzmann_lt_iff (hT : 0 < T) (x y : ℝ) :
    boltzmann U T y < boltzmann U T x ↔ U x < U y := by
  unfold boltzmann
  rw [Real.exp_lt_exp, div_lt_div_iff_of_pos_right hT, neg_lt_neg_iff]

/-- The partition function of an integrable Boltzmann weight is positive. -/
theorem partition_pos (hZ : Integrable (boltzmann U T)) : 0 < partition U T :=
  integral_exp_pos hZ

/-- For an odd observable `f` with `f w` integrable, the function `f(x) (w(x) - w(-x))` is
integrable and its integral is twice the weighted integral of `f`. -/
theorem reflection_identity (hodd : ∀ x, f (-x) = -f x)
    (hi : Integrable fun x => f x * boltzmann U T x) :
    (Integrable fun x => f x * (boltzmann U T x - boltzmann U T (-x))) ∧
      ∫ x, f x * (boltzmann U T x - boltzmann U T (-x)) = 2 * ∫ x, f x * boltzmann U T x := by
  have h1 : Integrable fun x => f (-x) * boltzmann U T (-x) := hi.comp_neg
  -- Lebesgue measure is invariant under x ↦ -x
  have h2 : ∫ x, f (-x) * boltzmann U T (-x) = ∫ x, f x * boltzmann U T x :=
    integral_neg_eq_self (fun x => f x * boltzmann U T x) volume
  have h3 : (fun x => f x * (boltzmann U T x - boltzmann U T (-x))) =
      fun x => f x * boltzmann U T x + f (-x) * boltzmann U T (-x) := by
    funext x
    rw [hodd]
    ring
  rw [h3]
  refine ⟨hi.add h1, ?_⟩
  rw [integral_add hi h1, h2]
  ring

/-- If `T > 0`, `U(x) ≤ U(-x)` for `x > 0` and `f` is odd and positive for `x > 0`, then `f(x) (w(x)
- w(-x))` is nonnegative at every position. -/
theorem reflected_integrand_nonneg (hT : 0 < T) (hU : ∀ x, 0 < x → U x ≤ U (-x))
    (hodd : ∀ x, f (-x) = -f x) (hf : ∀ x, 0 < x → 0 < f x) (x : ℝ) :
    0 ≤ f x * (boltzmann U T x - boltzmann U T (-x)) := by
  have key : ∀ y, 0 < y → 0 ≤ f y * (boltzmann U T y - boltzmann U T (-y)) := by
    intro y hy
    have h : boltzmann U T (-y) ≤ boltzmann U T y :=
      not_lt.1 fun h => not_lt.2 (hU y hy) ((boltzmann_lt_iff hT _ _).1 h)
    exact mul_nonneg (hf y hy).le (sub_nonneg.2 h)
  rcases lt_trichotomy x 0 with hx | hx | hx
  · -- on the negative side both factors change sign
    have h := key (-x) (by linarith)
    rw [hodd, neg_neg] at h
    linarith
  · simp [hx]
  · exact key x hx

/-- Let `U(x) ≤ U(-x)` for all `x > 0`, strictly on a set of positive measure. Then every odd
observable `f` that is positive for `x > 0` has a strictly positive thermal mean at `T > 0`,
provided `w` and `f w` are integrable. -/
theorem thermalMean_odd_pos (hT : 0 < T) (hU : ∀ x, 0 < x → U x ≤ U (-x))
    (hS : 0 < volume {x : ℝ | 0 < x ∧ U x < U (-x)})
    (hodd : ∀ x, f (-x) = -f x) (hf : ∀ x, 0 < x → 0 < f x)
    (hZ : Integrable (boltzmann U T)) (hi : Integrable fun x => f x * boltzmann U T x) :
    0 < thermalMean U T f := by
  obtain ⟨hint, heq⟩ := reflection_identity hodd hi
  have hpos : 0 < ∫ x, f x * (boltzmann U T x - boltzmann U T (-x)) := by
    refine (integral_pos_iff_support_of_nonneg
      (fun x => reflected_integrand_nonneg hT hU hodd hf x) hint).2 ?_
    -- the integrand is nonzero wherever the asymmetry is strict
    refine lt_of_lt_of_le hS (measure_mono ?_)
    intro x hx
    exact (mul_pos (hf x hx.1) (sub_pos.2 ((boltzmann_lt_iff hT _ _).2 hx.2))).ne'
  exact div_pos (by linarith) (partition_pos hZ)

/-- If `U(x) < U(-x)` for every `x > 0`, and `w` and `x w` are integrable, the thermal mean position
at `T > 0` is strictly positive. -/
theorem thermalMean_position_pos (hT : 0 < T) (hU : ∀ x, 0 < x → U x < U (-x))
    (hZ : Integrable (boltzmann U T)) (hi : Integrable fun x => x * boltzmann U T x) :
    0 < thermalMean U T fun x => x := by
  refine thermalMean_odd_pos hT (fun x hx => (hU x hx).le) ?_ (fun _ => rfl)
    (fun _ hx => hx) hZ hi
  have h : {x : ℝ | 0 < x ∧ U x < U (-x)} = Ioi 0 := by
    ext x
    exact ⟨fun hx => hx.1, fun hx => ⟨hx, hU x hx⟩⟩
  rw [h]
  simp

/-- For a continuous potential with `U(x) ≤ U(-x)` for all `x > 0`, the thermal mean position is
positive if and only if the inequality is strict at some `x > 0`, given `T > 0` and integrable `w`
and `x w`. -/
theorem thermalMean_position_pos_iff (hT : 0 < T) (hc : Continuous U)
    (hU : ∀ x, 0 < x → U x ≤ U (-x))
    (hZ : Integrable (boltzmann U T)) (hi : Integrable fun x => x * boltzmann U T x) :
    (0 < thermalMean U T fun x => x) ↔ ∃ x, 0 < x ∧ U x < U (-x) := by
  constructor
  · intro hpos
    by_contra hne
    -- without a strict point the potential is even and the mean vanishes
    have h1 : ∀ x, 0 < x → U (-x) = U x := fun x hx =>
      le_antisymm (not_lt.1 fun h => hne ⟨x, hx, h⟩) (hU x hx)
    have heven : ∀ x, U (-x) = U x := by
      intro x
      rcases lt_trichotomy x 0 with hx | hx | hx
      · have h := h1 (-x) (by linarith)
        rw [neg_neg] at h
        exact h.symm
      · simp [hx]
      · exact h1 x hx
    have hw : ∀ x, boltzmann U T (-x) = boltzmann U T x := fun x => by
      unfold boltzmann
      rw [heven]
    have heq := (reflection_identity (f := fun x => x) (fun _ => rfl) hi).2
    simp only [hw, sub_self, mul_zero, integral_zero] at heq
    have h0 : ∫ x, x * boltzmann U T x = 0 := by linarith
    have hm : (thermalMean U T fun x => x) = 0 := by
      unfold thermalMean
      exact div_eq_zero_iff.2 (Or.inl h0)
    linarith
  · intro hex
    -- the set of strict asymmetry is open and nonempty
    have hopen : IsOpen {x : ℝ | 0 < x ∧ U x < U (-x)} :=
      (isOpen_lt continuous_const continuous_id).inter
        (isOpen_lt hc (hc.comp continuous_neg))
    exact thermalMean_odd_pos hT hU (hopen.measure_pos volume hex) (fun _ => rfl)
      (fun _ hx => hx) hZ hi

/-- At `T > 0`, for a continuous potential bounded below by `c x² - d` with `c > 0`, both `w` and `x
w` are integrable. -/
theorem integrable_of_quadratic_bound (hT : 0 < T) (hc : Continuous U) {c d : ℝ}
    (hc0 : 0 < c) (h : ∀ x, c * x ^ 2 - d ≤ U x) :
    Integrable (boltzmann U T) ∧ Integrable fun x => x * boltzmann U T x := by
  have hw : Continuous (boltzmann U T) := (hc.neg.div_const T).rexp
  have hp : ∀ x, 0 ≤ boltzmann U T x := fun x => (Real.exp_pos _).le
  have hcT : 0 < c / T := div_pos hc0 hT
  -- Gaussian majorant of the weight
  have hb : ∀ x, boltzmann U T x ≤ Real.exp (d / T) * Real.exp (-(c / T) * x ^ 2) := by
    intro x
    unfold boltzmann
    rw [← Real.exp_add]
    apply Real.exp_le_exp.2
    have e : d / T + -(c / T) * x ^ 2 = (d - c * x ^ 2) / T := by ring
    rw [e]
    exact div_le_div_of_nonneg_right (by linarith [h x]) hT.le
  constructor
  · refine ((integrable_exp_neg_mul_sq hcT).const_mul (Real.exp (d / T))).mono'
      hw.aestronglyMeasurable (Filter.Eventually.of_forall fun x => ?_)
    rw [Real.norm_of_nonneg (hp x)]
    exact hb x
  · refine ((integrable_mul_exp_neg_mul_sq hcT).norm.const_mul (Real.exp (d / T))).mono'
      (continuous_id.mul hw).aestronglyMeasurable (Filter.Eventually.of_forall fun x => ?_)
    show ‖x * boltzmann U T x‖ ≤ Real.exp (d / T) * ‖x * Real.exp (-(c / T) * x ^ 2)‖
    rw [norm_mul, norm_mul, Real.norm_of_nonneg (hp x),
      Real.norm_of_nonneg (Real.exp_pos _).le]
    calc ‖x‖ * boltzmann U T x
        ≤ ‖x‖ * (Real.exp (d / T) * Real.exp (-(c / T) * x ^ 2)) :=
          mul_le_mul_of_nonneg_left (hb x) (norm_nonneg x)
      _ = _ := by ring

/-- The potential `k x² - a x³ + b x⁴` with `a, b > 0` and any real `k` is strictly lower at `x > 0`
than at `-x`, has integrable `w` and `x w`, and has positive thermal mean position, at every `T >
0`. -/
theorem cubicQuartic_witness (hT : 0 < T) (k : ℝ) {a b : ℝ} (ha : 0 < a) (hb : 0 < b) :
    (∀ x, 0 < x → cubicQuartic k a b x < cubicQuartic k a b (-x)) ∧
      Integrable (boltzmann (cubicQuartic k a b) T) ∧
      (Integrable fun x => x * boltzmann (cubicQuartic k a b) T x) ∧
      0 < thermalMean (cubicQuartic k a b) T fun x => x := by
  have hU : ∀ x, 0 < x → cubicQuartic k a b x < cubicQuartic k a b (-x) := by
    intro x hx
    have h3 : 0 < a * x ^ 3 := by positivity
    unfold cubicQuartic
    nlinarith
  have hc : Continuous (cubicQuartic k a b) := by
    show Continuous fun x : ℝ => k * x ^ 2 - a * x ^ 3 + b * x ^ 4
    fun_prop
  -- completing two squares gives a quadratic lower bound
  have hlow : ∀ x : ℝ, 1 * x ^ 2 - (a ^ 2 / (2 * b) + 1 - k) ^ 2 / (2 * b)
      ≤ cubicQuartic k a b x := by
    intro x
    have e : cubicQuartic k a b x - (1 * x ^ 2 - (a ^ 2 / (2 * b) + 1 - k) ^ 2 / (2 * b))
        = x ^ 2 * (b * x - a) ^ 2 / (2 * b)
          + (b * x ^ 2 - (a ^ 2 / (2 * b) + 1 - k)) ^ 2 / (2 * b) := by
      unfold cubicQuartic
      field_simp
      ring
    rw [← sub_nonneg, e]
    positivity
  obtain ⟨hZ, hi⟩ := integrable_of_quadratic_bound hT hc one_pos hlow
  exact ⟨hU, hZ, hi, thermalMean_position_pos hT hU hZ hi⟩

end

end AsymmetricExpansion
```

```lean
#print axioms AsymmetricExpansion.thermalMean_position_pos
#print axioms AsymmetricExpansion.thermalMean_position_pos_iff
```

```
'AsymmetricExpansion.thermalMean_position_pos' depends on axioms: [propext, Classical.choice, Quot.sound]
'AsymmetricExpansion.thermalMean_position_pos_iff' depends on axioms: [propext, Classical.choice, Quot.sound]
```

## From the substitution to the tactic steps

`boltzmann_lt_iff` is the order reversal, from monotonicity of the exponential and division by positive $T$, and `partition_pos` is $Z>0$. In `reflection_identity`, `h2` is the substitution $x\to-x$, `h3` writes $g$ as $f(x)w(x)+f(-x)w(-x)$, and `integral_add` splits the integral, which is allowed because both terms are integrable. `reflected_integrand_nonneg` proves `key` for positive arguments and then splits on the sign of $x$, applying `key` at $-x$ on the negative side.

`thermalMean_odd_pos` uses `integral_pos_iff_support_of_nonneg`: a nonnegative integrable function has positive integral exactly when the set where it is nonzero has positive measure. That set contains $S$, so `measure_mono` carries `hS` over, and `div_pos` divides by $Z$. `thermalMean_position_pos` identifies $S$ with `Ioi 0`.

In `thermalMean_position_pos_iff` the forward direction argues by contradiction through `heven`, after which the reflection identity reads $0=2\int xw\,dx$. The backward direction shows in `hopen` that $S$ is an intersection of two open sets. In `integrable_of_quadratic_bound`, `hb` is the Gaussian majorant, `mono'` is the comparison test, and continuity supplies measurability of $w$. In `cubicQuartic_witness`, the equation `e` inside `hlow` is the two-square identity above, and `positivity` gives its sign.
